# Power-law solutions of the Wannier ridge equation for Z > 1/4

The lemma `power_solves_iff` concerns a deviation d(t) that obeys the linear ridge equation d″ = 16Z d / (9(4Z − 1)t²) at all times t > 0, where Z is a real parameter greater than 1/4. It states that the power tˢ, with s real, is a solution exactly when s = 1/2 + q/6 or s = 1/2 − q/6, where q = √((100Z − 9)/(4Z − 1)). The attempt first tries to show, as `hk`, that the coefficient 16Z/(9(4Z − 1)) equals q²/36 − 1/4. For one direction it then compares derivatives at t = 1 to get s(s − 1) equal to that coefficient, and factors the resulting quadratic; for the other it differentiates the power directly.

The failing Lean file:

```lean
import Mathlib

open Set

namespace WannierRidge

noncomputable section

/-- The dimensionless coefficient of the ridge equation. -/
def ridgeCoupling (Z : ℝ) : ℝ := 16 * Z / (9 * (4 * Z - 1))

/-- The deviation `d` obeys `d'' = 16 Z d / (9 (4 Z - 1) t²)` at all times `t > 0`,
with `v` as its velocity. -/
def SolvesRidge (Z : ℝ) (d : ℝ → ℝ) : Prop :=
  ∃ v : ℝ → ℝ, ∀ t, 0 < t →
    HasDerivAt d (v t) t ∧ HasDerivAt v (ridgeCoupling Z * d t / t ^ 2) t

/-- The square root `q` that enters the Wannier exponent. -/
def wannierRoot (Z : ℝ) : ℝ := Real.sqrt ((100 * Z - 9) / (4 * Z - 1))

/-- First and second time derivatives of a power of time. -/
theorem power_derivatives (s : ℝ) {t : ℝ} (ht : 0 < t) :
    HasDerivAt (fun x : ℝ => x ^ s) (s * t ^ (s - 1)) t ∧
      HasDerivAt (fun x : ℝ => s * x ^ (s - 1)) (s * (s - 1) * t ^ s / t ^ 2) t := by
  refine ⟨Real.hasDerivAt_rpow_const (Or.inl ht.ne'), ?_⟩
  have h : t ^ (s - 1 - 1) = t ^ s / t ^ 2 := by
    rw [Real.rpow_sub_one ht.ne', Real.rpow_sub_one ht.ne', div_div, ← pow_two]
  refine ((Real.hasDerivAt_rpow_const (p := s - 1) (Or.inl ht.ne')).const_mul s).congr_deriv ?_
  rw [h]
  ring

/-- For `Z > 1/4` the power `t ^ s` solves the ridge equation exactly when
`s = 1/2 + q/6` or `s = 1/2 - q/6`. -/
theorem power_solves_iff {Z : ℝ} (hZ : 1 / 4 < Z) (s : ℝ) :
    SolvesRidge Z (fun t => t ^ s) ↔
      s = 1 / 2 + wannierRoot Z / 6 ∨ s = 1 / 2 - wannierRoot Z / 6 := by
  have hz : 0 < 4 * Z - 1 := by linarith
  have hq : wannierRoot Z ^ 2 = (100 * Z - 9) / (4 * Z - 1) :=
    Real.sq_sqrt (div_nonneg (by linarith) hz.le)
  have hk : ridgeCoupling Z = wannierRoot Z ^ 2 / 36 - 1 / 4 := by
    have hz' := hz.ne'
    rw [hq]
    unfold ridgeCoupling
    field_simp <;> ring
  constructor
  · rintro ⟨v, hv⟩
    -- the velocity is forced, so the equation at t = 1 gives the indicial equation
    have hev : v =ᶠ[nhds 1] fun t => s * t ^ (s - 1) := by
      filter_upwards [Ioi_mem_nhds (zero_lt_one' ℝ)] with t ht
      exact (hv t ht).1.unique (power_derivatives s ht).1
    have h := (hv 1 one_pos).2.unique
      ((power_derivatives s one_pos).2.congr_of_eventuallyEq hev)
    simp only [Real.one_rpow, one_pow, mul_one, div_one] at h
    have h0 : (s - (1 / 2 + wannierRoot Z / 6)) * (s - (1 / 2 - wannierRoot Z / 6)) = 0 := by
      linear_combination hk - h
    rcases mul_eq_zero.mp h0 with h1 | h1
    · left; linarith
    · right; linarith
  · intro h
    have hs : s * (s - 1) = ridgeCoupling Z := by
      rw [hk]
      rcases h with h | h <;> rw [h] <;> ring
    refine ⟨fun t => s * t ^ (s - 1), fun t ht => ⟨(power_derivatives s ht).1, ?_⟩⟩
    rw [← hs]
    exact (power_derivatives s ht).2

end

end WannierRidge
```

Compiling this gives:

```
Try this:
  [apply] ring_nf
  
  The `ring` tactic failed to close the goal. Use `ring_nf` to obtain a normal form.
    
  Note that `ring` works primarily in *commutative* rings. If you have a noncommutative ring, abelian group or module, consider using `noncomm_ring`, `abel` or `module` instead.
Main.lean:40:64: error: unsolved goals
Z : ℝ
hZ : 1 / 4 < Z
s : ℝ
hz : 0 < 4 * Z - 1
hq : wannierRoot Z ^ 2 = (100 * Z - 9) / (4 * Z - 1)
hz' : 4 * Z - 1 ≠ 0
⊢ Z * (-1 + Z * 4)⁻¹ * 2304 = -324 + Z * (-1 + Z * 4)⁻¹ * 3600 - (-1 + Z * 4)⁻¹ * 324
```

Diagnosis. Both messages concern the proof of `hk`. The first says that `ring` could not close the goal left by `field_simp`; the second shows what remained. That equation is true, but it still contains the inverse of 4Z − 1. To prove it one must cancel 4Z − 1 against its inverse, which is valid only because 4Z − 1 is nonzero, and `ring` does not use the hypothesis `hz'` that says so. The messages do not show why `field_simp` left the inverse in place.

The repair drops `field_simp` and states the cancellation as an equation, `hu`: 4Z − 1 times its inverse is 1. `linear_combination` then uses −1/4 times `hu`, and what is left is an identity `ring` can check. The rewrite with `div_mul_eq_div_div` splits the division by 9(4Z − 1) into two, so that the inverse on the left is that of 4Z − 1 itself, matching `hu`. Otherwise `ring` would multiply out the product and treat the inverse of 36Z − 9 as a separate quantity. Moving `unfold` ahead of the rewrite with `hq` is mere tidying.

The repair, with which the file compiles:

```diff
@@ -39,8 +39,8 @@
     Real.sq_sqrt (div_nonneg (by linarith) hz.le)
   have hk : ridgeCoupling Z = wannierRoot Z ^ 2 / 36 - 1 / 4 := by
-    have hz' := hz.ne'
-    rw [hq]
+    have hu : (4 * Z - 1) * (4 * Z - 1)⁻¹ = 1 := mul_inv_cancel₀ hz.ne'
     unfold ridgeCoupling
-    field_simp <;> ring
+    rw [hq, div_mul_eq_div_div]
+    linear_combination (-1 / 4) * hu
   constructor
   · rintro ⟨v, hv⟩
```
